# Alternating ground-state and lattice updates in a linearly coupled harmonic model: the energy never rises and the geometry steps tend to zero

Let $H_0$ and $B_i$ be real symmetric matrices of the same finite size, with $i$ running over finitely many lattice coordinates. For a geometry $x=(x_i)$, the electronic Hamiltonian is $H(x)=H_0+\sum_i x_iB_i$. The electronic state is a real vector $\psi$ with $\psi^T\psi=1$, and $\langle\psi,A\psi\rangle=\psi^TA\psi$. One stiffness $K>0$ serves all coordinates and stands for a harmonic restoring force towards $x=0$. The total energy is

$$E(x,\psi)=\langle\psi,H(x)\psi\rangle+\tfrac K2\sum_i x_i^2 .$$

Cycle $k=0,1,2,\dots$ starts at geometry $x_k$, with components $x_{k,i}$. It takes a normalised lowest eigenvector $\psi_k$ of $H(x_k)$, any one if the level is degenerate, and sets $x_{k+1,i}=-\langle\psi_k,B_i\psi_k\rangle/K$. Write $E_k=E(x_k,\psi_k)$ and $|v|^2=\sum_i v_i^2$.

## The energy released bounds the geometry step

Every cycle satisfies

$$E_{k+1}+\tfrac K2|x_k-x_{k+1}|^2\le E_k .$$

Hence $E_k$ never increases. Since the energies are also bounded below, $x_{k+1}-x_k\to0$. Summing the first $N$ cycles gives

$$\tfrac K2\sum_{k<N}|x_k-x_{k+1}|^2\le E_0-E_N .$$

## A polaron loop in a tight-binding code

Take one electron on a finite cluster whose site energies shift by $g x_i$ when site $i$ distorts. Then $B_i$ has the single nonzero entry $g$ at $(i,i)$. The code diagonalises $H(x_k)$, keeps the lowest eigenvector, and sets $x_{k+1,i}=-g\,\psi_{k,i}^2/K$. This is the distortion at which the force at fixed state, $-\langle\psi_k,B_i\psi_k\rangle-Kx_i$, vanishes. The inequality says that this loop, without mixing or damping, cannot cycle between distinct geometries in this linear, harmonic model.

## Completing the square, then applying the variational principle

**Electronic step.** Let $A$ be symmetric with orthonormal eigenvectors $v_j$ and eigenvalues $\lambda_j$, and let $\psi$ be a ground state with eigenvalue $\varepsilon\le\lambda_j$ for all $j$. For a normalised $\varphi=\sum_jc_jv_j$,

$$\langle\varphi,A\varphi\rangle=\sum_j\lambda_jc_j^2\ge\varepsilon\sum_jc_j^2=\varepsilon=\langle\psi,A\psi\rangle .$$

**Lattice step.** Fix $\psi$, and put $b_i=\langle\psi,B_i\psi\rangle$ and $r_i=-b_i/K$. Since $b_i=-Kr_i$,

$$x_ib_i+\tfrac K2x_i^2=\tfrac K2(x_i-r_i)^2-\tfrac K2r_i^2 .$$

Summing over $i$ and comparing with the value at $x=r$ gives

$$E(x,\psi)=E(r,\psi)+\tfrac K2|x-r|^2 .$$

**Full cycle.** With $\psi=\psi_k$ and $r=x_{k+1}$, the two steps combine to

$$E_{k+1}\le E(x_{k+1},\psi_k)=E_k-\tfrac K2|x_k-x_{k+1}|^2 .$$

**Lower bound.** Let $M(A)=\sum_{ij}|A_{ij}|$. The components of a unit vector have modulus at most 1, so $|\langle\psi,A\psi\rangle|\le M(A)$. Also

$$x_ib_i+\tfrac K2x_i^2=\frac{(Kx_i+b_i)^2}{2K}-\frac{b_i^2}{2K}\ge-\frac{M(B_i)^2}{2K},$$

and therefore $E(x,\psi)\ge -M(H_0)-\sum_iM(B_i)^2/(2K)$ for every geometry and unit state.

**Limit.** The energies decrease and are bounded below, so they converge and $E_k-E_{k+1}\to0$. Then $|x_{k+1}-x_k|^2\le\frac2K(E_k-E_{k+1})\to0$.

## The Lean file

```lean
import Mathlib

open Matrix Filter Topology

namespace AlternatingRelaxation

noncomputable section

variable {n ι : Type*} [Fintype n] [Fintype ι]

/-- The electronic Hamiltonian `H(x) = H0 + ∑ x_i B_i`, linear in the lattice coordinates. -/
def hamiltonian (H0 : Matrix n n ℝ) (B : ι → Matrix n n ℝ) (x : ι → ℝ) : Matrix n n ℝ :=
  H0 + ∑ i, x i • B i

/-- The quadratic form `⟨ψ, A ψ⟩` of a real matrix. -/
def expect (A : Matrix n n ℝ) (ψ : n → ℝ) : ℝ := ψ ⬝ᵥ A *ᵥ ψ

/-- Electronic energy plus the harmonic lattice energy `K |x|² / 2`. -/
def totalEnergy (H0 : Matrix n n ℝ) (B : ι → Matrix n n ℝ) (K : ℝ) (x : ι → ℝ)
    (ψ : n → ℝ) : ℝ :=
  expect (hamiltonian H0 B x) ψ + K * (∑ i, x i ^ 2) / 2

/-- A normalised eigenvector whose eigenvalue is the lowest one of `A`. -/
def IsGroundState (A : Matrix n n ℝ) (ψ : n → ℝ) : Prop :=
  ψ ⬝ᵥ ψ = 1 ∧ ∃ E : ℝ, A *ᵥ ψ = E • ψ ∧
    ∀ (μ : ℝ) (φ : n → ℝ), φ ≠ 0 → A *ᵥ φ = μ • φ → E ≤ μ

/-- The lattice update `x_i = -⟨ψ, B_i ψ⟩ / K`, for stiffness `K ≠ 0`. -/
def relax (B : ι → Matrix n n ℝ) (K : ℝ) (ψ : n → ℝ) : ι → ℝ :=
  fun i => -expect (B i) ψ / K

/-- A run of the alternating scheme: `ψ k` is a ground state at geometry `x k`, and the next
geometry is the lattice update for `ψ k`. -/
structure IsRun (H0 : Matrix n n ℝ) (B : ι → Matrix n n ℝ) (K : ℝ)
    (x : ℕ → ι → ℝ) (ψ : ℕ → n → ℝ) : Prop where
  ground : ∀ k, IsGroundState (hamiltonian H0 B (x k)) (ψ k)
  step : ∀ k, x (k + 1) = relax B K (ψ k)

/-- The electronic energy is affine in the lattice coordinates at a fixed state. -/
theorem expect_hamiltonian (H0 : Matrix n n ℝ) (B : ι → Matrix n n ℝ) (x : ι → ℝ)
    (ψ : n → ℝ) :
    expect (hamiltonian H0 B x) ψ = expect H0 ψ + ∑ i, x i * expect (B i) ψ := by
  classical
  have h : ∀ s : Finset ι,
      expect (∑ i ∈ s, x i • B i) ψ = ∑ i ∈ s, x i * expect (B i) ψ := by
    intro s
    induction s using Finset.induction_on with
    | empty => simp [expect]
    | insert a s ha ih =>
      rw [Finset.sum_insert ha, Finset.sum_insert ha, ← ih]
      simp only [expect, Matrix.add_mulVec, Matrix.smul_mulVec, dotProduct_add,
        dotProduct_smul, smul_eq_mul]
  rw [← h]
  simp only [expect, hamiltonian, Matrix.add_mulVec, dotProduct_add]

/-- Variational principle: a ground state of a real symmetric matrix has the least energy
among all normalised states. -/
theorem ground_state_le {A : Matrix n n ℝ} (hA : A.IsSymm) {ψ φ : n → ℝ}
    (hψ : IsGroundState A ψ) (hφ : φ ⬝ᵥ φ = 1) : expect A ψ ≤ expect A φ := by
  classical
  obtain ⟨h1, E, hE, hmin⟩ := hψ
  have hS : (A - E • (1 : Matrix n n ℝ)).IsHermitian := by
    show (A - E • (1 : Matrix n n ℝ))ᴴ = _
    rw [conjTranspose_eq_transpose_of_trivial, transpose_sub, transpose_smul,
      transpose_one, hA.eq]
  -- the shifted matrix has no negative eigenvalue
  have hP : (A - E • (1 : Matrix n n ℝ)).PosSemidef := by
    rw [hS.posSemidef_iff_eigenvalues_nonneg]
    intro j
    have hv := hS.mulVec_eigenvectorBasis j
    rw [Matrix.sub_mulVec, Matrix.smul_mulVec, Matrix.one_mulVec] at hv
    have hne : (hS.eigenvectorBasis j).ofLp ≠ 0 := fun h =>
      hS.eigenvectorBasis.orthonormal.ne_zero j (by ext i; exact congrFun h i)
    have := hmin (hS.eigenvalues j + E) _ hne
      (by rw [add_smul]; exact sub_eq_iff_eq_add.mp hv)
    show (0 : ℝ) ≤ hS.eigenvalues j
    linarith
  have h := hP.dotProduct_mulVec_nonneg φ
  rw [star_trivial, Matrix.sub_mulVec, Matrix.smul_mulVec, Matrix.one_mulVec,
    dotProduct_sub, dotProduct_smul, hφ, smul_eq_mul, mul_one] at h
  have hEψ : expect A ψ = E := by
    rw [expect, hE, dotProduct_smul, h1, smul_eq_mul, mul_one]
  rw [hEψ, expect]
  linarith

/-- At a fixed state and for `K ≠ 0`, the total energy exceeds its value at the updated
geometry by `K / 2` times the squared distance to that geometry. -/
theorem totalEnergy_eq_relax_add (H0 : Matrix n n ℝ) (B : ι → Matrix n n ℝ) {K : ℝ}
    (hK : K ≠ 0) (x : ι → ℝ) (ψ : n → ℝ) :
    totalEnergy H0 B K x ψ = totalEnergy H0 B K (relax B K ψ) ψ
      + K / 2 * ∑ i, (x i - relax B K ψ i) ^ 2 := by
  have hb : ∀ i, expect (B i) ψ = -K * relax B K ψ i := by
    intro i
    unfold relax
    field_simp
  simp only [totalEnergy, expect_hamiltonian, hb]
  generalize relax B K ψ = r
  have h1 : ∑ i, x i * (-K * r i) = -K * ∑ i, x i * r i := by
    rw [Finset.mul_sum]
    exact Finset.sum_congr rfl fun i _ => by ring
  have h2 : ∑ i, r i * (-K * r i) = -K * ∑ i, r i ^ 2 := by
    rw [Finset.mul_sum]
    exact Finset.sum_congr rfl fun i _ => by ring
  have h3 : ∑ i, (x i - r i) ^ 2 = ∑ i, x i ^ 2 - 2 * ∑ i, x i * r i + ∑ i, r i ^ 2 := by
    rw [Finset.mul_sum, ← Finset.sum_sub_distrib, ← Finset.sum_add_distrib]
    exact Finset.sum_congr rfl fun i _ => by ring
  rw [h1, h2, h3]
  ring

/-- For `K > 0` the total energy is bounded below, uniformly over all geometries and all
normalised states. -/
theorem totalEnergy_bounded_below (H0 : Matrix n n ℝ) (B : ι → Matrix n n ℝ) {K : ℝ}
    (hK : 0 < K) : ∃ C : ℝ, ∀ (x : ι → ℝ) (ψ : n → ℝ), ψ ⬝ᵥ ψ = 1 →
      C ≤ totalEnergy H0 B K x ψ := by
  let M : Matrix n n ℝ → ℝ := fun A => ∑ i, ∑ j, |A i j|
  refine ⟨-M H0 + ∑ i, -(M (B i) ^ 2 / (2 * K)), fun x ψ hψ => ?_⟩
  have hc : ∀ i, |ψ i| ≤ 1 := by
    intro i
    have h : ψ i * ψ i ≤ ψ ⬝ᵥ ψ :=
      Finset.single_le_sum (f := fun i => ψ i * ψ i)
        (fun j _ => mul_self_nonneg _) (Finset.mem_univ i)
    rw [hψ] at h
    exact abs_le.mpr ⟨by nlinarith, by nlinarith⟩
  -- expectation values are bounded by the sum of the absolute matrix entries
  have hM : ∀ A : Matrix n n ℝ, |expect A ψ| ≤ M A := by
    intro A
    simp only [expect, dotProduct, Matrix.mulVec, M]
    refine (Finset.abs_sum_le_sum_abs _ _).trans (Finset.sum_le_sum fun i _ => ?_)
    rw [abs_mul]
    refine (mul_le_of_le_one_left (abs_nonneg _) (hc i)).trans ?_
    refine (Finset.abs_sum_le_sum_abs _ _).trans (Finset.sum_le_sum fun j _ => ?_)
    rw [abs_mul]
    exact mul_le_of_le_one_right (abs_nonneg _) (hc j)
  have ht : ∀ i, -(M (B i) ^ 2 / (2 * K)) ≤ x i * expect (B i) ψ + K * x i ^ 2 / 2 := by
    intro i
    have hb := abs_le.mp (hM (B i))
    have h1 : expect (B i) ψ ^ 2 / (2 * K) ≤ M (B i) ^ 2 / (2 * K) :=
      div_le_div_of_nonneg_right (sq_le_sq' hb.1 hb.2) (by positivity)
    have h2 : x i * expect (B i) ψ + K * x i ^ 2 / 2 + expect (B i) ψ ^ 2 / (2 * K)
        = (K * x i + expect (B i) ψ) ^ 2 / (2 * K) := by
      field_simp
      ring
    have h3 : 0 ≤ (K * x i + expect (B i) ψ) ^ 2 / (2 * K) := by positivity
    linarith
  have hs := Finset.sum_le_sum fun i (_ : i ∈ Finset.univ) => ht i
  rw [Finset.sum_add_distrib, ← Finset.sum_div, ← Finset.mul_sum] at hs
  rw [totalEnergy, expect_hamiltonian]
  linarith [(abs_le.mp (hM H0)).1]

variable {H0 : Matrix n n ℝ} {B : ι → Matrix n n ℝ} {K : ℝ}
  {x : ℕ → ι → ℝ} {ψ : ℕ → n → ℝ}

/-- For symmetric matrices and `K > 0`, each cycle lowers the total energy by at least
`K / 2` times the squared geometry change. -/
theorem energy_descent (h0 : H0.IsSymm) (hB : ∀ i, (B i).IsSymm) (hK : 0 < K)
    (run : IsRun H0 B K x ψ) (k : ℕ) :
    totalEnergy H0 B K (x (k + 1)) (ψ (k + 1)) + K / 2 * ∑ i, (x k i - x (k + 1) i) ^ 2
      ≤ totalEnergy H0 B K (x k) (ψ k) := by
  have hH : (hamiltonian H0 B (x (k + 1))).IsSymm := by
    have hB' := fun i => (hB i).eq
    show (hamiltonian H0 B (x (k + 1)))ᵀ = _
    unfold hamiltonian
    rw [transpose_add, transpose_sum, h0.eq]
    simp only [transpose_smul, hB']
  -- lattice step, then electronic step
  have h1 := totalEnergy_eq_relax_add H0 B hK.ne' (x k) (ψ k)
  rw [← run.step k] at h1
  have h2 := ground_state_le hH (run.ground (k + 1)) (run.ground k).1
  rw [h1]
  unfold totalEnergy
  linarith

/-- Alternating relaxation with symmetric matrices and `K > 0`: the total energies never
increase, and the successive geometry changes tend to zero. -/
theorem alternating_relaxation (h0 : H0.IsSymm) (hB : ∀ i, (B i).IsSymm) (hK : 0 < K)
    (run : IsRun H0 B K x ψ) :
    Antitone (fun k => totalEnergy H0 B K (x k) (ψ k)) ∧
      Tendsto (fun k => x (k + 1) - x k) atTop (𝓝 0) := by
  have hd := energy_descent h0 hB hK run
  have hanti : Antitone (fun k => totalEnergy H0 B K (x k) (ψ k)) := by
    refine antitone_nat_of_succ_le fun k => ?_
    have : 0 ≤ K / 2 * ∑ i, (x k i - x (k + 1) i) ^ 2 := by positivity
    linarith [hd k]
  refine ⟨hanti, ?_⟩
  obtain ⟨C, hC⟩ := totalEnergy_bounded_below H0 B hK
  have hbdd : BddBelow (Set.range fun k => totalEnergy H0 B K (x k) (ψ k)) := by
    refine ⟨C, ?_⟩
    rintro _ ⟨k, rfl⟩
    exact hC _ _ (run.ground k).1
  -- the energies converge, so the energy released per cycle vanishes
  have hlim := tendsto_atTop_ciInf hanti hbdd
  have hdiff := (hlim.sub (hlim.comp (tendsto_add_atTop_nat 1))).const_mul (2 / K)
  rw [sub_self, mul_zero] at hdiff
  have hsqrt := (Real.continuous_sqrt.tendsto 0).comp hdiff
  rw [Real.sqrt_zero] at hsqrt
  refine tendsto_pi_nhds.mpr fun i => squeeze_zero_norm (fun k => ?_) hsqrt
  refine Real.abs_le_sqrt ?_
  show (x (k + 1) i - x k i) ^ 2 ≤ 2 / K *
    (totalEnergy H0 B K (x k) (ψ k) - totalEnergy H0 B K (x (k + 1)) (ψ (k + 1)))
  have hs : (x k i - x (k + 1) i) ^ 2 ≤ ∑ j, (x k j - x (k + 1) j) ^ 2 :=
    Finset.single_le_sum (f := fun j => (x k j - x (k + 1) j) ^ 2)
      (fun j _ => sq_nonneg _) (Finset.mem_univ i)
  rw [div_mul_eq_mul_div, le_div_iff₀ hK]
  nlinarith [hd k, mul_le_mul_of_nonneg_left hs hK.le]

/-- For symmetric matrices and `K > 0`, the squared geometry changes of the first `N` cycles,
summed and multiplied by `K / 2`, are at most the total energy released. -/
theorem sum_sq_changes_le (h0 : H0.IsSymm) (hB : ∀ i, (B i).IsSymm) (hK : 0 < K)
    (run : IsRun H0 B K x ψ) (N : ℕ) :
    K / 2 * ∑ k ∈ Finset.range N, ∑ i, (x k i - x (k + 1) i) ^ 2
      ≤ totalEnergy H0 B K (x 0) (ψ 0) - totalEnergy H0 B K (x N) (ψ N) := by
  induction N with
  | zero => simp
  | succ N ih =>
    rw [Finset.sum_range_succ, mul_add]
    linarith [energy_descent h0 hB hK run N]

/-- For symmetric matrices and `K > 0`, a cycle leaves the total energy unchanged exactly when
it leaves the geometry unchanged. -/
theorem energy_stalls_iff (h0 : H0.IsSymm) (hB : ∀ i, (B i).IsSymm) (hK : 0 < K)
    (run : IsRun H0 B K x ψ) (k : ℕ) :
    totalEnergy H0 B K (x (k + 1)) (ψ (k + 1)) = totalEnergy H0 B K (x k) (ψ k)
      ↔ x (k + 1) = x k := by
  have hd := energy_descent h0 hB hK run k
  constructor
  · intro h
    have hS : ∑ i, (x k i - x (k + 1) i) ^ 2 ≤ 0 := by
      by_contra hpos
      have := mul_pos (half_pos hK) (not_le.mp hpos)
      linarith
    funext i
    have hs : (x k i - x (k + 1) i) ^ 2 ≤ ∑ j, (x k j - x (k + 1) j) ^ 2 :=
      Finset.single_le_sum (f := fun j => (x k j - x (k + 1) j) ^ 2)
        (fun j _ => sq_nonneg _) (Finset.mem_univ i)
    have hz : x k i - x (k + 1) i = 0 :=
      (pow_eq_zero_iff two_ne_zero).mp (le_antisymm (hs.trans hS) (sq_nonneg _))
    linarith
  · intro h
    refine le_antisymm ((alternating_relaxation h0 hB hK run).1 (Nat.le_succ k)) ?_
    -- both states are ground states of the same Hamiltonian
    have hH : (hamiltonian H0 B (x k)).IsSymm := by
      have hB' := fun i => (hB i).eq
      show (hamiltonian H0 B (x k))ᵀ = _
      unfold hamiltonian
      rw [transpose_add, transpose_sum, h0.eq]
      simp only [transpose_smul, hB']
    have h2 := ground_state_le hH (run.ground k) (run.ground (k + 1)).1
    rw [h]
    unfold totalEnergy
    linarith

/-- A two-level system with coupling `diag(1, -1)` and `K > 0`, started at a distortion
`a > 0`: the geometry `a, 1/K, 1/K, …` with the second level occupied is a run. -/
theorem isRun_witness {a K : ℝ} (ha : 0 < a) (hK : 0 < K) :
    IsRun (0 : Matrix (Fin 2) (Fin 2) ℝ) (fun _ : Fin 1 => !![1, 0; 0, -1]) K
      (fun k _ => if k = 0 then a else 1 / K) (fun _ => ![0, 1]) := by
  have hg : ∀ t : ℝ, 0 < t → IsGroundState (hamiltonian (0 : Matrix (Fin 2) (Fin 2) ℝ)
      (fun _ : Fin 1 => !![1, 0; 0, -1]) (fun _ => t)) ![0, 1] := by
    intro t ht
    have hH : hamiltonian (0 : Matrix (Fin 2) (Fin 2) ℝ)
        (fun _ : Fin 1 => !![1, 0; 0, -1]) (fun _ => t) = !![t, 0; 0, -t] := by
      ext i j
      fin_cases i <;> fin_cases j <;> simp [hamiltonian]
    rw [hH]
    refine ⟨by simp [dotProduct, Fin.sum_univ_two], -t, ?_, fun μ φ hφ h => ?_⟩
    · ext i
      fin_cases i <;> simp [Matrix.mulVec, dotProduct, Fin.sum_univ_two]
    · have e0 : t * φ 0 = μ * φ 0 := by
        simpa [Matrix.mulVec, dotProduct, Fin.sum_univ_two] using congrFun h 0
      have e1 : -t * φ 1 = μ * φ 1 := by
        simpa [Matrix.mulVec, dotProduct, Fin.sum_univ_two] using congrFun h 1
      by_contra hlt
      have hlt' := not_le.mp hlt
      have z0 : φ 0 = 0 :=
        (mul_eq_zero.mp (by linear_combination e0 : (t - μ) * φ 0 = 0)).resolve_left
          (fun h => by linarith)
      have z1 : φ 1 = 0 :=
        (mul_eq_zero.mp (by linear_combination e1 : (-t - μ) * φ 1 = 0)).resolve_left
          (fun h => by linarith)
      apply hφ
      funext i
      fin_cases i
      exacts [z0, z1]
  refine ⟨fun k => hg _ ?_, fun k => ?_⟩
  · split_ifs <;> positivity
  · ext i
    simp [relax, expect, Matrix.mulVec, dotProduct, Fin.sum_univ_two]

end

end AlternatingRelaxation
```

```lean
#print axioms AlternatingRelaxation.alternating_relaxation
#print axioms AlternatingRelaxation.sum_sq_changes_le
#print axioms AlternatingRelaxation.energy_stalls_iff
```

```
'AlternatingRelaxation.alternating_relaxation' depends on axioms: [propext, Classical.choice, Quot.sound]
'AlternatingRelaxation.sum_sq_changes_le' depends on axioms: [propext, Classical.choice, Quot.sound]
'AlternatingRelaxation.energy_stalls_iff' depends on axioms: [propext, Classical.choice, Quot.sound]
```

## From the Lean statements to the model

The type `n` labels electronic basis states and `ι` labels lattice coordinates; `x k i` is $x_{k,i}$. `IsGroundState` requires normalisation and an eigenvalue no larger than any other. `IsRun` says that each `ψ k` is such a state at `x k` and that the next geometry is `relax B K (ψ k)`. In `alternating_relaxation`, `Antitone` is the statement that the energies never increase, and `Tendsto` that the step vector goes to zero.

`ground_state_le` proves the variational principle by showing that $A-\varepsilon\mathbb 1$ has no negative eigenvalue and is therefore positive semidefinite. `expect_hamiltonian` expands the energy in $x$, and `totalEnergy_eq_relax_add` completes the square, with `ring` doing the final algebra. `energy_descent` joins the two steps. `totalEnergy_bounded_below` supplies the lower bound, after which the main theorem takes the limit of the energies and squeezes each coordinate's step below a square root that tends to zero. `sum_sq_changes_le` adds up the cycles by induction.

`isRun_witness` gives a concrete run: $H(x)=\mathrm{diag}(x,-x)$ starts at $a>0$, occupies the second basis state (the "second level" of the docstring, which is the lower one in energy for $x>0$), and has geometries $a,1/K,1/K,\dots$

## Small steps are not yet a minimum

Vanishing steps do not by themselves make the geometries converge, and the theorems give neither a limit geometry nor a global minimum. `energy_stalls_iff` states that a cycle leaves the energy unchanged exactly when it leaves the geometry unchanged, but with degeneracy such a stall can end. For $H(x)=\mathrm{diag}(x,-x)$ at $x_0=0$, the choice $\psi_0=(1,1)/\sqrt2$ gives $x_1=0$; choosing $\psi_1=(0,1)$ next gives $x_2=1/K$ and a lower energy.

Being an eigenvector is not enough for the steps to vanish. In the same model with $K=1$, start at $x_0=1$ and always take the upper level. The state $(1,0)$ sends $x=1$ to $-1$, and $(0,1)$ sends $-1$ back to $1$. The energy stays at $3/2$ while the geometry jumps by 2 forever.

The model has a finite basis, real matrices, linear coupling and an $H_0$ independent of $\psi$, so a self-consistent mean field lies beyond it. Each $\psi_k$ is an exact ground state, whereas an iterative eigensolver returns an approximation. For normalised approximate states with the same lattice update, the inequality for cycle $k$ holds exactly when $E(x_{k+1},\psi_{k+1})\le E(x_{k+1},\psi_k)$, which the theorems here do not establish for such a solver.
